# In a two-orbital model, the strongly contracted energy has a limit at a virtual-orbital degeneracy only if the Koopmans energies are equal

Let $x,y$ be real and $r=\sqrt{x^2+y^2}$. Two virtual orbitals have an orbital-energy block with eigenvalues $\pm r$, measured from their common value at the degeneracy $r=0$.

```lean
import Mathlib

open Matrix Filter Topology

namespace StronglyContractedSurface

noncomputable section

/-- Orbital-energy block of two virtual orbitals, degenerate at `x = y = 0`. -/
def orbitalBlock (x y : ℝ) : Matrix (Fin 2) (Fin 2) ℝ := !![x, y; y, -x]
```

The active space adds a second block, $\mathrm{diag}(a,b)$. The constants $a,b>0$, the Koopmans energies of the title, stand for the active-space excitation energies that accompany the first and second basis orbital; they are postulated and do not vary with $x,y$. The common orbital energy at the degeneracy is taken as the zero of one-electron energy for the active space too, so it adds nothing to the denominators below.

```lean
/-- Koopmans-type block: the active-space part of the excitation energies. -/
def koopmansBlock (a b : ℝ) : Matrix (Fin 2) (Fin 2) ℝ := !![a, 0; 0, b]
```

Canonical orbitals are an orthonormal pair of real eigenvectors. In Lean, `q i` is orbital $i$, `q i j` its component $q_{ij}$, and `l i` its energy $l_i$, with indices 0 and 1.

```lean
/-- The orbitals `q 0`, `q 1` are orthonormal eigenvectors of the orbital-energy block,
with orbital energies `l 0`, `l 1`. -/
structure IsCanonical (x y : ℝ) (q : Fin 2 → Fin 2 → ℝ) (l : Fin 2 → ℝ) : Prop where
  unit : ∀ i, q i ⬝ᵥ q i = 1
  orth : q 0 ⬝ᵥ q 1 = 0
  eigen : ∀ i, orbitalBlock x y *ᵥ q i = l i • q i
```

For excitations from the active space into one virtual orbital, strong contraction keeps one perturber function per canonical virtual orbital. For a single orbital $q=(q_0,q_1)$ of energy $l$, its denominator is $l+\langle q,\mathrm{diag}(a,b)\,q\rangle$.

```lean
/-- Energy denominator of the contracted function that belongs to orbital `q`. -/
def gap (a b : ℝ) (q : Fin 2 → ℝ) (l : ℝ) : ℝ := l + q ⬝ᵥ (koopmansBlock a b *ᵥ q)
```

The coupling of each normalised perturber function to the reference state is set to one, so each orbital contributes minus the inverse of its denominator. This is consistent for all rotations of the orbitals if the active-space functions that accompany the two basis orbitals are orthonormal, as is assumed here.

```lean
/-- Strongly contracted second-order sum with unit couplings, one term per orbital;
its domain is where both denominators are nonzero. -/
def scEnergy (a b : ℝ) (q : Fin 2 → Fin 2 → ℝ) (l : Fin 2 → ℝ) : ℝ :=
  ∑ i, -1 / gap a b (q i) (l i)
```

A function $E$ is an energy surface if it equals this sum for every canonical pair when $0<r<\min(a,b)$. Its values elsewhere, including at the origin, are free.

```lean
/-- `E` is the strongly contracted energy surface: it equals the contracted sum over canonical
orbitals at each nondegenerate point with `x² + y²` below `a²` and `b²`. -/
def IsSurface (a b : ℝ) (E : ℝ × ℝ → ℝ) : Prop :=
  ∀ x y q l, 0 < x ^ 2 + y ^ 2 → x ^ 2 + y ^ 2 < a ^ 2 → x ^ 2 + y ^ 2 < b ^ 2 →
    IsCanonical x y q l → E (x, y) = scEnergy a b q l
```

With $m=(a+b)/2$ and $\delta=(a-b)/2$, the sum will turn out to be $-2m/\bigl(m^2-(r^2+\delta x)^2/r^2\bigr)$.

```lean
/-- An explicit formula in `x` and `y`, used for `a, b > 0` on the punctured disc
`0 < x² + y² < min(a², b²)`. -/
def closedForm (a b : ℝ) (p : ℝ × ℝ) : ℝ :=
  -(a + b) / (((a + b) / 2) ^ 2 -
    (p.1 ^ 2 + p.2 ^ 2 + (a - b) / 2 * p.1) ^ 2 / (p.1 ^ 2 + p.2 ^ 2))
```

## From eigenvectors to a closed form

The eigenvalue equations are $xq_0+yq_1=lq_0$ and $yq_0-xq_1=lq_1$. Multiply them by $q_0$ and $q_1$ and subtract; then multiply them by $q_1$ and $q_0$ and add. Since $q_0^2+q_1^2=1$,
$$x=l(q_0^2-q_1^2),\qquad y=2lq_0q_1,\qquad x^2+y^2=l^2(q_0^2+q_1^2)^2=l^2.$$
The `linear_combination` steps carry out these multiplications.

```lean
/-- A unit eigenvector of the orbital-energy block fixes `x` and `y` through its components
and its energy `l`, and `l² = x² + y²`. -/
theorem eigenvector_relations {x y l : ℝ} {q : Fin 2 → ℝ} (hq : q ⬝ᵥ q = 1)
    (he : orbitalBlock x y *ᵥ q = l • q) :
    l * (q 0 ^ 2 - q 1 ^ 2) = x ∧ l * (2 * q 0 * q 1) = y ∧ l ^ 2 = x ^ 2 + y ^ 2 := by
  have h0 := congrFun he 0
  have h1 := congrFun he 1
  simp [orbitalBlock, Matrix.mulVec, dotProduct, Fin.sum_univ_two] at h0 h1 hq
  have hx : l * (q 0 ^ 2 - q 1 ^ 2) = x := by
    linear_combination -q 0 * h0 + q 1 * h1 + x * hq
  have hy : l * (2 * q 0 * q 1) = y := by
    linear_combination -q 1 * h0 - q 0 * h1 + y * hq
  refine ⟨hx, hy, ?_⟩
  rw [← hx, ← hy]
  linear_combination (-l ^ 2 * (q 0 * q 0 + q 1 * q 1 + 1)) * hq
```

The denominator, written in components, is $l+aq_0^2+bq_1^2$.

```lean
theorem gap_eq (a b l : ℝ) (q : Fin 2 → ℝ) :
    gap a b q l = l + (a * q 0 ^ 2 + b * q 1 ^ 2) := by
  simp [gap, koopmansBlock, Matrix.mulVec, dotProduct, Fin.sum_univ_two]
  ring
```

By normalisation it equals $(l+a)q_0^2+(l+b)q_1^2$. Since $|l|=r<\min(a,b)$, both brackets are positive, and so is the denominator. Lean bounds both brackets below by their minimum `μ`.

```lean
/-- For `a, b > 0` and `x² + y²` below `a²` and `b²`, the denominator of a normalized
canonical orbital is positive. -/
theorem gap_pos {a b x y l : ℝ} {q : Fin 2 → ℝ} (ha : 0 < a) (hb : 0 < b)
    (hra : x ^ 2 + y ^ 2 < a ^ 2) (hrb : x ^ 2 + y ^ 2 < b ^ 2) (hq : q ⬝ᵥ q = 1)
    (he : orbitalBlock x y *ᵥ q = l • q) : 0 < gap a b q l := by
  obtain ⟨-, -, hl⟩ := eigenvector_relations hq he
  have h1 : 0 < l + a := by nlinarith
  have h2 : 0 < l + b := by nlinarith
  obtain ⟨μ, hμ, hμa, hμb⟩ : ∃ μ : ℝ, 0 < μ ∧ μ ≤ l + a ∧ μ ≤ l + b :=
    ⟨min (l + a) (l + b), lt_min h1 h2, min_le_left _ _, min_le_right _ _⟩
  simp only [dotProduct, Fin.sum_univ_two] at hq
  have h3 : μ * (q 0 ^ 2 + q 1 ^ 2) = μ := by linear_combination μ * hq
  have h4 : l * (q 0 ^ 2 + q 1 ^ 2) = l := by linear_combination l * hq
  rw [gap_eq]
  nlinarith [mul_le_mul_of_nonneg_right hμa (sq_nonneg (q 0)),
    mul_le_mul_of_nonneg_right hμb (sq_nonneg (q 1))]
```

For the pair, put $c_i=q_{i0}^2-q_{i1}^2$ and $s_i=2q_{i0}q_{i1}$. Orthonormality gives
$$c_0c_1+s_0s_1=2(q_{00}q_{10}+q_{01}q_{11})^2-1=-1.$$
Multiplying by $l_0l_1$ and using $l_ic_i=x$, $l_is_i=y$ gives $l_0l_1=-r^2=-l_0^2$. As $l_0\neq0$, we get $l_1=-l_0$ and $c_1=-c_0$.

Each denominator is $m+l_i+\delta c_i$, so the two are $m\pm w$ with $w=l_0+\delta c_0$. Then $l_0w=r^2+\delta x$, hence $w^2=(r^2+\delta x)^2/r^2$, and
$$-\frac1{m+w}-\frac1{m-w}=-\frac{2m}{m^2-w^2}.$$
The result does not depend on the eigenvectors chosen, so an energy surface exists.

```lean
/-- For `a, b > 0` the explicit formula is a strongly contracted energy surface. -/
theorem isSurface_closedForm {a b : ℝ} (ha : 0 < a) (hb : 0 < b) :
    IsSurface a b (closedForm a b) := by
  intro x y q l hr hra hrb hc
  have p0 := gap_pos ha hb hra hrb (hc.unit 0) (hc.eigen 0)
  have p1 := gap_pos ha hb hra hrb (hc.unit 1) (hc.eigen 1)
  obtain ⟨hx0, hy0, e0⟩ := eigenvector_relations (hc.unit 0) (hc.eigen 0)
  obtain ⟨hx1, hy1, -⟩ := eigenvector_relations (hc.unit 1) (hc.eigen 1)
  have hu0 := hc.unit 0
  have hu1 := hc.unit 1
  have ho := hc.orth
  simp only [dotProduct, Fin.sum_univ_two] at hu0 hu1 ho
  have hne : l 0 ≠ 0 := by
    intro h
    rw [h] at e0
    linarith
  -- orthogonality makes the two orbital energies opposite
  have hcs : (q 0 0 ^ 2 - q 0 1 ^ 2) * (q 1 0 ^ 2 - q 1 1 ^ 2)
      + (2 * q 0 0 * q 0 1) * (2 * q 1 0 * q 1 1) = -1 := by
    linear_combination 2 * (q 0 0 * q 1 0 + q 0 1 * q 1 1) * ho
      - (q 1 0 * q 1 0 + q 1 1 * q 1 1) * hu0 - hu1
  have hprod : l 0 * l 1 = -(x ^ 2 + y ^ 2) := by
    linear_combination l 0 * l 1 * hcs - (l 0 * (q 0 0 ^ 2 - q 0 1 ^ 2)) * hx1 - x * hx0
      - (l 0 * (2 * q 0 0 * q 0 1)) * hy1 - y * hy0
  have hl : l 1 = -l 0 := mul_left_cancel₀ hne (by linear_combination hprod + e0)
  have hcc : q 1 0 ^ 2 - q 1 1 ^ 2 = -(q 0 0 ^ 2 - q 0 1 ^ 2) :=
    mul_left_cancel₀ hne (by
      linear_combination hx0 - hx1 + (q 1 0 ^ 2 - q 1 1 ^ 2) * hl)
  -- the denominators are the mean plus and minus the same shift `w`
  obtain ⟨w, hw⟩ : ∃ w, w = l 0 + (a - b) / 2 * (q 0 0 ^ 2 - q 0 1 ^ 2) := ⟨_, rfl⟩
  have g0 : gap a b (q 0) (l 0) = (a + b) / 2 + w := by
    rw [gap_eq]
    linear_combination (a + b) / 2 * hu0 - hw
  have g1 : gap a b (q 1) (l 1) = (a + b) / 2 - w := by
    rw [gap_eq]
    linear_combination (a + b) / 2 * hu1 + hl + (a - b) / 2 * hcc + hw
  have hlw : l 0 * w = x ^ 2 + y ^ 2 + (a - b) / 2 * x := by
    linear_combination l 0 * hw + e0 + (a - b) / 2 * hx0
  have hw2 : (x ^ 2 + y ^ 2 + (a - b) / 2 * x) ^ 2 / (x ^ 2 + y ^ 2) = w ^ 2 := by
    rw [div_eq_iff hr.ne', ← hlw]
    linear_combination w ^ 2 * e0
  rw [g0] at p0
  rw [g1] at p1
  have h3 : ((a + b) / 2) ^ 2 - w ^ 2 ≠ 0 := by
    rw [show ((a + b) / 2) ^ 2 - w ^ 2 = ((a + b) / 2 + w) * ((a + b) / 2 - w) by ring]
    exact (mul_pos p0 p1).ne'
  simp only [closedForm, scEnergy, Fin.sum_univ_two]
  rw [hw2, g0, g1, div_add_div _ _ p0.ne' p1.ne', div_eq_div_iff h3 (mul_pos p0 p1).ne']
  ring
```

Canonical orbitals exist whenever $r>0$. Write $x=r\cos\varphi$, $y=r\sin\varphi$ and take $(\cos\frac\varphi2,\sin\frac\varphi2)$ with energy $r$ and $(-\sin\frac\varphi2,\cos\frac\varphi2)$ with energy $-r$.

```lean
/-- Canonical orbitals exist at every nondegenerate point. -/
theorem exists_canonical {x y : ℝ} (hr : 0 < x ^ 2 + y ^ 2) :
    ∃ q l, IsCanonical x y q l := by
  -- half of the polar angle of `(x, y)` is the orbital rotation angle
  obtain ⟨r, c, s, hp, hx, hy⟩ : ∃ r c s : ℝ, s ^ 2 + c ^ 2 = 1 ∧
      x = r * (c ^ 2 - s ^ 2) ∧ y = r * (2 * s * c) := by
    obtain ⟨z, hzx, hzy⟩ : ∃ z : ℂ, z.re = x ∧ z.im = y := ⟨⟨x, y⟩, rfl, rfl⟩
    have hz : z ≠ 0 := by
      intro h
      rw [← hzx, ← hzy, h] at hr
      simp at hr
    have hn : ‖z‖ ≠ 0 := norm_ne_zero_iff.mpr hz
    have h2 : 2 * (z.arg / 2) = z.arg := by ring
    refine ⟨‖z‖, Real.cos (z.arg / 2), Real.sin (z.arg / 2),
      Real.sin_sq_add_cos_sq _, ?_, ?_⟩
    · rw [← Real.cos_two_mul', h2, Complex.cos_arg hz, hzx]
      field_simp
    · rw [← Real.sin_two_mul, h2, Complex.sin_arg, hzy]
      field_simp
  refine ⟨![![c, s], ![-s, c]], ![r, -r], ?_, ?_, ?_⟩
  · intro i
    fin_cases i <;> simp [dotProduct, Fin.sum_univ_two] <;> linear_combination hp
  · simp [dotProduct, Fin.sum_univ_two]
    ring
  · intro i
    ext j
    fin_cases i <;> fin_cases j <;>
      simp [orbitalBlock, Matrix.mulVec, dotProduct, Fin.sum_univ_two]
    · linear_combination c * hx + s * hy + r * c * hp
    · linear_combination c * hy - s * hx + r * s * hp
    · linear_combination c * hy - s * hx + r * s * hp
    · linear_combination -s * hy - c * hx - r * c * hp
```

Every energy surface therefore equals the closed form on the punctured disc.

```lean
/-- For `a, b > 0`, every energy surface agrees with the explicit formula at nondegenerate
points with `x² + y²` below `a²` and `b²`. -/
theorem IsSurface.eq_closedForm {a b x y : ℝ} {E : ℝ × ℝ → ℝ} (hE : IsSurface a b E)
    (ha : 0 < a) (hb : 0 < b) (hr : 0 < x ^ 2 + y ^ 2) (hra : x ^ 2 + y ^ 2 < a ^ 2)
    (hrb : x ^ 2 + y ^ 2 < b ^ 2) : E (x, y) = closedForm a b (x, y) := by
  obtain ⟨q, l, hc⟩ := exists_canonical hr
  rw [hE x y q l hr hra hrb hc, isSurface_closedForm ha hb x y q l hr hra hrb hc]
```

## Limits that depend on direction

On the line $(x,y)=t(u,v)$ with $u^2+v^2=1$, we have $w^2=(t^2+\delta tu)^2/t^2=(t+\delta u)^2$. As $t\to0$,
$$E\to-\frac{a+b}{m^2-\delta^2u^2},\qquad m^2-\delta^2u^2=ab+\delta^2v^2>0.$$

```lean
/-- For `a, b > 0`, the limit of the energy surface at the degeneracy along a straight line
with unit direction `(u, v)`. -/
theorem line_limit {a b u v : ℝ} {E : ℝ × ℝ → ℝ} (ha : 0 < a) (hb : 0 < b)
    (hE : IsSurface a b E) (huv : u ^ 2 + v ^ 2 = 1) :
    Tendsto (fun t : ℝ => E (t * u, t * v)) (𝓝[≠] 0)
      (𝓝 (-(a + b) / (((a + b) / 2) ^ 2 - ((a - b) / 2 * u) ^ 2))) := by
  have hD : ((a + b) / 2) ^ 2 - ((a - b) / 2 * u) ^ 2 ≠ 0 := by
    rw [show ((a + b) / 2) ^ 2 - ((a - b) / 2 * u) ^ 2 = a * b + ((a - b) / 2 * v) ^ 2 by
      linear_combination (-((a - b) / 2) ^ 2) * huv]
    positivity
  have hc : ContinuousAt
      (fun t : ℝ => -(a + b) / (((a + b) / 2) ^ 2 - (t + (a - b) / 2 * u) ^ 2)) 0 :=
    ContinuousAt.div (by fun_prop) (by fun_prop) (by simpa only [zero_add] using hD)
  have ht := hc.tendsto.mono_left (nhdsWithin_le_nhds (s := {0}ᶜ))
  simp only [zero_add] at ht
  have hsq : Tendsto (fun t : ℝ => t ^ 2) (𝓝[≠] 0) (𝓝 0) :=
    ((continuous_pow 2).tendsto' 0 0 (by simp)).mono_left nhdsWithin_le_nhds
  refine ht.congr' ?_
  filter_upwards [self_mem_nhdsWithin, hsq.eventually_lt_const (pow_pos ha 2),
    hsq.eventually_lt_const (pow_pos hb 2)] with t h0 hta htb
  have ht0 : t ≠ 0 := h0
  have hr : (t * u) ^ 2 + (t * v) ^ 2 = t ^ 2 := by linear_combination t ^ 2 * huv
  rw [hE.eq_closedForm ha hb (by rw [hr]; positivity) (by rw [hr]; exact hta)
    (by rw [hr]; exact htb)]
  have hq : (t ^ 2 + (a - b) / 2 * (t * u)) ^ 2 / t ^ 2 = (t + (a - b) / 2 * u) ^ 2 := by
    rw [div_eq_iff (pow_ne_zero 2 ht0)]
    ring
  simp only [closedForm, hr, hq]
```

If $E$ has a limit at the origin, the two axes must agree: $-(a+b)/(ab)=-(a+b)/m^2$. Hence $m^2-ab=(a-b)^2/4=0$ and $a=b$. Conversely, for $a=b$ the closed form is $-2a/(a^2-r^2)$, which tends to $-2/a$.

The filter `𝓝[≠] 0` leaves out the origin. Writing `𝓝 0` instead would force the limit to equal the unconstrained value $E(0,0)$, and for $a=b$ the equivalence would fail whenever $E(0,0)\neq-2/a$.

```lean
/-- For `a, b > 0`, the strongly contracted energy surface has a limit at the virtual-orbital
degeneracy if and only if `a = b`. -/
theorem limit_at_degeneracy_iff {a b : ℝ} {E : ℝ × ℝ → ℝ} (ha : 0 < a) (hb : 0 < b)
    (hE : IsSurface a b E) : (∃ L, Tendsto E (𝓝[≠] 0) (𝓝 L)) ↔ a = b := by
  constructor
  · rintro ⟨L, hL⟩
    have hline : ∀ u v : ℝ, u ^ 2 + v ^ 2 = 1 →
        L = -(a + b) / (((a + b) / 2) ^ 2 - ((a - b) / 2 * u) ^ 2) := by
      intro u v huv
      have hpath : Tendsto (fun t : ℝ => (t * u, t * v)) (𝓝[≠] 0) (𝓝[≠] (0 : ℝ × ℝ)) := by
        refine tendsto_nhdsWithin_iff.mpr ⟨?_, ?_⟩
        · have hcont : Continuous (fun t : ℝ => (t * u, t * v)) := by fun_prop
          exact (hcont.tendsto' 0 0 (by simp)).mono_left nhdsWithin_le_nhds
        · filter_upwards [self_mem_nhdsWithin] with t h0 h
          have h1 : t * u = 0 := congrArg Prod.fst h
          have h2 : t * v = 0 := congrArg Prod.snd h
          exact h0 (pow_eq_zero_iff two_ne_zero |>.mp (by
            linear_combination (-t ^ 2) * huv + t * u * h1 + t * v * h2))
      exact tendsto_nhds_unique (hL.comp hpath) (line_limit ha hb hE huv)
    -- compare the two coordinate axes
    have h := (hline 1 0 (by norm_num)).symm.trans (hline 0 1 (by norm_num))
    rw [show ((a + b) / 2) ^ 2 - ((a - b) / 2 * 1) ^ 2 = a * b by ring,
      show ((a + b) / 2) ^ 2 - ((a - b) / 2 * 0) ^ 2 = ((a + b) / 2) ^ 2 by ring,
      div_eq_div_iff (by positivity) (by positivity)] at h
    have hm := mul_left_cancel₀ (neg_ne_zero.mpr (add_pos ha hb).ne') h
    have hs : (a - b) ^ 2 = 0 := by linear_combination 4 * hm
    exact sub_eq_zero.mp (pow_eq_zero_iff two_ne_zero |>.mp hs)
  · intro hab
    have hc : ContinuousAt (fun p : ℝ × ℝ =>
        -(a + b) / (((a + b) / 2) ^ 2 - (p.1 ^ 2 + p.2 ^ 2))) 0 := by
      refine ContinuousAt.div (by fun_prop) (by fun_prop) ?_
      have hpos : ((a + b) / 2) ^ 2 ≠ 0 := by positivity
      intro h
      apply hpos
      simpa using h
    have hcont : Continuous (fun p : ℝ × ℝ => p.1 ^ 2 + p.2 ^ 2) := by fun_prop
    have hsq : Tendsto (fun p : ℝ × ℝ => p.1 ^ 2 + p.2 ^ 2) (𝓝[≠] 0) (𝓝 0) :=
      (hcont.tendsto' 0 0 (by simp)).mono_left nhdsWithin_le_nhds
    refine ⟨_, (hc.tendsto.mono_left nhdsWithin_le_nhds).congr' ?_⟩
    filter_upwards [self_mem_nhdsWithin, hsq.eventually_lt_const (pow_pos ha 2),
      hsq.eventually_lt_const (pow_pos hb 2)] with p h0 hpa hpb
    have hr : 0 < p.1 ^ 2 + p.2 ^ 2 := by
      rcases eq_or_ne p.1 0 with h | h
      · have h2 : p.2 ≠ 0 := fun h' => h0 (Prod.ext h h')
        positivity
      · positivity
    have hq : (p.1 ^ 2 + p.2 ^ 2 + (a - b) / 2 * p.1) ^ 2 / (p.1 ^ 2 + p.2 ^ 2)
        = p.1 ^ 2 + p.2 ^ 2 := by
      rw [div_eq_iff hr.ne', hab]
      ring
    have hEp : E p = closedForm a b p := hE.eq_closedForm ha hb hr hpa hpb
    rw [hEp, closedForm, hq]
```

For $a=1$, $b=2$ the limits are $-3/2$ along $y=0$ and $-3/(9/4)=-4/3$ along $x=0$, so no value at the origin makes $E$ continuous there.

For strongly contracted NEVPT2 (second-order n-electron valence state perturbation theory), this two-orbital model with unit couplings and constant $a,b$ shows how keeping one perturber function per canonical orbital can make the energy surface discontinuous where virtual orbitals become degenerate.

```lean
/-- For the Koopmans-type block `diag(1,2)` the energy tends to `-3/2` along `y = 0` and to
`-4/3` along `x = 0`, and it has no limit at the degeneracy. -/
theorem diag_one_two {E : ℝ × ℝ → ℝ} (hE : IsSurface 1 2 E) :
    Tendsto (fun t : ℝ => E (t, 0)) (𝓝[≠] 0) (𝓝 (-3 / 2)) ∧
    Tendsto (fun t : ℝ => E (0, t)) (𝓝[≠] 0) (𝓝 (-4 / 3)) ∧
    ¬ ∃ L, Tendsto E (𝓝[≠] 0) (𝓝 L) := by
  have h1 := line_limit (u := 1) (v := 0) one_pos two_pos hE (by norm_num)
  have h2 := line_limit (u := 0) (v := 1) one_pos two_pos hE (by norm_num)
  rw [show (-(1 + 2) / (((1 + 2) / 2) ^ 2 - ((1 - 2) / 2 * 1) ^ 2) : ℝ) = -3 / 2 by
    norm_num] at h1
  rw [show (-(1 + 2) / (((1 + 2) / 2) ^ 2 - ((1 - 2) / 2 * 0) ^ 2) : ℝ) = -4 / 3 by
    norm_num] at h2
  simp only [mul_one, mul_zero] at h1 h2
  refine ⟨h1, h2, ?_⟩
  rw [limit_at_degeneracy_iff one_pos two_pos hE]
  norm_num

end

end StronglyContractedSurface
```

```lean
#print axioms StronglyContractedSurface.limit_at_degeneracy_iff
#print axioms StronglyContractedSurface.diag_one_two
```

```
'StronglyContractedSurface.limit_at_degeneracy_iff' depends on axioms: [propext, Classical.choice, Quot.sound]
'StronglyContractedSurface.diag_one_two' depends on axioms: [propext, Classical.choice, Quot.sound]
```
